# Ham reduction by exp(−3r²/4) for zero-diagonal operators between T ⊗ e Gaussian states on an equilateral triangle of circumradius r

Let $q\in\mathbb R^2$ be the dimensionless coordinate of an e mode, with lengths in units of $\sqrt{\hbar/(m\omega)}$ for mode mass $m$ and frequency $\omega$. Indices $j,k$ run over $0,1,2$, and $e_k$ are the real orthonormal basis states of an electronic T term, one for each of the cubic axes $x,y,z$. For centres $c_k$ in the plane, define

$$G_k(q)=\frac{e^{-|q-c_k|^2/2}}{\sqrt\pi},\qquad \Psi_k(q)=G_k(q)\,e_k .$$

The centres form an equilateral triangle about the origin:

$$c_k=r\,(\cos\theta_k,\sin\theta_k),\qquad \theta_k=\theta+2\pi k/3 .$$

The angle $\theta$ is arbitrary. The parameter $r$ may be any real number, and the circumradius is $|r|$. For a complex $3\times3$ matrix $L$ that does not depend on $q$, the vibronic matrix is

$$M(L)_{jk}=\int_{\mathbb R^2}\Psi_j(q)^\dagger L\,\Psi_k(q)\,d^2q .$$

## One factor for all off-diagonal elements

If $L_{kk}=0$ for every $k$, then

$$M(L)=K L,\qquad K=e^{-3r^2/4}.$$

For $r\neq0$ the converse also holds: $M(L)=KL$ forces the diagonal of $L$ to vanish. Let $L_x,L_y,L_z$ be the matrices of angular momentum one in the real basis, in units of $\hbar$: $(L_a)_{jk}=-i\varepsilon_{ajk}$, with $a=0,1,2$ for $x,y,z$. The orbital angular momentum within a cubic T term is a real multiple of these matrices, and the multiple is 1 for a p shell. They have zero diagonal, so all three components are reduced by $K$.

At $r=0$ the Gaussians coincide, $K=1$, and nothing is reduced. As $|r|$ grows, $K$ tends to zero while diagonal elements keep their electronic values.

## Spin–orbit and Zeeman terms in an effective Hamiltonian

In the linear T ⊗ e model with one harmonic frequency, the $\Psi_k$ are the vibronic ground states when each $c_k$ is the energy minimum for the electronic state $e_k$, and a first-order effective Hamiltonian replaces $\mathbf L$ by $K\mathbf L$ in its spin–orbit and orbital Zeeman terms. With Jahn–Teller energy $E_{\rm JT}=\tfrac12\hbar\omega r^2$, the factor reads $K=e^{-3E_{\rm JT}/(2\hbar\omega)}$. A code that diagonalises this model in an undisplaced oscillator basis can check that, as the basis grows, the eigenvalues of the matrix of $L_z$ within the ground level tend to $K$, $0$ and $-K$.

Products need care: form the electronic product first, then reduce it. For example, $L_z^2=\mathrm{diag}(1,1,0)$ is diagonal and is not reduced, whereas squaring the reduced matrix $KL_z$ gives $K^2L_z^2$.

## From the Gaussian overlap to the reduced matrix

For two centres $a,b$ with midpoint $m_{ab}=(a+b)/2$, completing the square gives

$$|q-a|^2+|q-b|^2=2|q-m_{ab}|^2+\tfrac12|a-b|^2 .$$

The overlap of the two normalised Gaussians is therefore

$$\frac{e^{-|a-b|^2/4}}{\pi}\int_{\mathbb R^2} e^{-|q-m_{ab}|^2}\,d^2q=e^{-|a-b|^2/4},$$

because the integral is a product of two one-dimensional Gaussian integrals, each equal to $\sqrt\pi$.

Since $\Psi_j^\dagger L\Psi_k=G_jG_kL_{jk}$, for any centres and any $L$

$$M(L)_{jk}=e^{-|c_j-c_k|^2/4}L_{jk}.$$

Setting $L=1$ gives $M(1)=1$: the electronic factors make the states orthonormal even though the Gaussians overlap.

On the triangle, for $j\ne k$,

$$|c_j-c_k|^2=2r^2-2r^2\cos\frac{2\pi(j-k)}3=3r^2,$$

since the cosine is $-1/2$. Off-diagonal elements thus acquire the factor $K$. On the diagonal the distance is zero and $M(L)_{kk}=L_{kk}$, which equals $KL_{kk}$ when $L_{kk}=0$. Conversely, $L_{kk}=KL_{kk}$ with $r\ne0$ gives $L_{kk}=0$, because $K<1$.

For the angular momentum, in units of $\hbar$, multiplying the matrices gives $[L_x,L_y]=iL_z$. Hence

$$[M(L_x),M(L_y)]=K^2[L_x,L_y]=K^2\,iL_z=K\,i\,M(L_z).$$

The reduced matrices obey the angular momentum relation with an extra factor $K$ on the right.

## The Lean file

```lean
import Mathlib

open MeasureTheory Matrix

namespace HamQuenching

noncomputable section

/-- Squared Euclidean distance between two points of the plane of the e mode. -/
def sqDist (p q : ℝ × ℝ) : ℝ := (p.1 - q.1) ^ 2 + (p.2 - q.2) ^ 2

/-- The planar Gaussian `exp(-|q - c|²/2)/√π` centred at `c`. -/
def gaussian (c q : ℝ × ℝ) : ℝ := Real.exp (-sqDist q c / 2) / √Real.pi

/-- The vertices of an equilateral triangle about the origin, at distance `|r|` from it, with the
first vertex at `r (cos θ, sin θ)`. -/
def centre (r θ : ℝ) (k : Fin 3) : ℝ × ℝ :=
  (r * Real.cos (![θ, θ + 2 * Real.pi / 3, θ + 4 * Real.pi / 3] k),
   r * Real.sin (![θ, θ + 2 * Real.pi / 3, θ + 4 * Real.pi / 3] k))

/-- The vibronic state `k`: the electronic state `e_k` times the Gaussian centred at `c k`. -/
def vibronic (c : Fin 3 → ℝ × ℝ) (k : Fin 3) (q : ℝ × ℝ) : Fin 3 → ℂ :=
  Pi.single k (gaussian (c k) q : ℂ)

/-- The matrix of an electronic operator `L` between the vibronic states, integrated over the
nuclear plane. -/
def vibronicMatrix (c : Fin 3 → ℝ × ℝ) (L : Matrix (Fin 3) (Fin 3) ℂ) :
    Matrix (Fin 3) (Fin 3) ℂ :=
  Matrix.of fun j k => ∫ q : ℝ × ℝ, star (vibronic c j q) ⬝ᵥ (L *ᵥ vibronic c k q)

/-- The Ham reduction factor `exp(-3r²/4)`. -/
def hamFactor (r : ℝ) : ℝ := Real.exp (-(3 * r ^ 2) / 4)

/-- Two planar Gaussians whose centres are a distance `d` apart have overlap `exp(-d²/4)`. -/
theorem gaussian_overlap (a b : ℝ × ℝ) :
    ∫ q : ℝ × ℝ, gaussian a q * gaussian b q = Real.exp (-sqDist a b / 4) := by
  have g1 : ∀ m : ℝ, ∫ x : ℝ, Real.exp (-(x - m) ^ 2) = √Real.pi := by
    intro m
    have h := integral_sub_right_eq_self (μ := volume) (fun x : ℝ => Real.exp (-x ^ 2)) m
    have g := integral_gaussian 1
    simp only [neg_mul, one_mul, div_one] at g
    exact h.trans g
  -- complete the square about the midpoint of the two centres
  have pt : ∀ q : ℝ × ℝ, gaussian a q * gaussian b q =
      Real.exp (-sqDist a b / 4) / Real.pi *
        (Real.exp (-(q.1 - (a.1 + b.1) / 2) ^ 2) *
          Real.exp (-(q.2 - (a.2 + b.2) / 2) ^ 2)) := by
    intro q
    simp only [gaussian, sqDist]
    rw [div_mul_div_comm, Real.mul_self_sqrt Real.pi_pos.le, div_mul_eq_mul_div,
      ← Real.exp_add, ← Real.exp_add, ← Real.exp_add]
    congr 2
    ring
  -- the remaining integral factorises into two one-dimensional ones
  have h2 : ∫ q : ℝ × ℝ, Real.exp (-(q.1 - (a.1 + b.1) / 2) ^ 2) *
      Real.exp (-(q.2 - (a.2 + b.2) / 2) ^ 2) = √Real.pi * √Real.pi :=
    (integral_prod_mul (μ := volume) (ν := volume)
      (fun x : ℝ => Real.exp (-(x - (a.1 + b.1) / 2) ^ 2))
      (fun y : ℝ => Real.exp (-(y - (a.2 + b.2) / 2) ^ 2))).trans
      (congrArg₂ (· * ·) (g1 _) (g1 _))
  simp_rw [pt]
  rw [integral_const_mul, h2, Real.mul_self_sqrt Real.pi_pos.le,
    div_mul_cancel₀ _ Real.pi_ne_zero]

/-- For any three centres, a vibronic matrix element is the electronic one times the overlap
of the two Gaussians. -/
theorem vibronicMatrix_apply (c : Fin 3 → ℝ × ℝ) (L : Matrix (Fin 3) (Fin 3) ℂ)
    (j k : Fin 3) :
    vibronicMatrix c L j k = (Real.exp (-sqDist (c j) (c k) / 4) : ℝ) * L j k := by
  have pt : ∀ q : ℝ × ℝ, star (vibronic c j q) ⬝ᵥ (L *ᵥ vibronic c k q) =
      ((gaussian (c j) q * gaussian (c k) q : ℝ) : ℂ) * L j k := by
    intro q
    have hstar : star (vibronic c j q) = Pi.single j (gaussian (c j) q : ℂ) := by
      ext i
      by_cases h : i = j
      · subst h
        simp [vibronic]
      · simp [vibronic, h]
    rw [hstar]
    simp only [vibronic, Matrix.mulVec, single_dotProduct, dotProduct_single]
    push_cast
    ring
  change ∫ q : ℝ × ℝ, star (vibronic c j q) ⬝ᵥ (L *ᵥ vibronic c k q) = _
  simp_rw [pt]
  rw [integral_mul_const, integral_complex_ofReal, gaussian_overlap]

/-- The three vibronic states are orthonormal, wherever the Gaussians are centred. -/
theorem vibronic_orthonormal (c : Fin 3 → ℝ × ℝ) : vibronicMatrix c 1 = 1 := by
  ext j k
  rw [vibronicMatrix_apply]
  by_cases h : j = k
  · subst h
    simp [sqDist]
  · rw [Matrix.one_apply_ne h, mul_zero]

/-- Two distinct vertices of the triangle have squared distance `3r²`. -/
theorem sqDist_centre (r θ : ℝ) {j k : Fin 3} (hjk : j ≠ k) :
    sqDist (centre r θ j) (centre r θ k) = 3 * r ^ 2 := by
  have c1 : Real.cos (θ + 2 * Real.pi / 3) = -Real.cos θ / 2 - √3 / 2 * Real.sin θ := by
    rw [show 2 * Real.pi / 3 = Real.pi - Real.pi / 3 by ring, Real.cos_add, Real.cos_pi_sub,
      Real.sin_pi_sub, Real.cos_pi_div_three, Real.sin_pi_div_three]
    ring
  have s1 : Real.sin (θ + 2 * Real.pi / 3) = -Real.sin θ / 2 + √3 / 2 * Real.cos θ := by
    rw [show 2 * Real.pi / 3 = Real.pi - Real.pi / 3 by ring, Real.sin_add, Real.cos_pi_sub,
      Real.sin_pi_sub, Real.cos_pi_div_three, Real.sin_pi_div_three]
    ring
  have c2 : Real.cos (θ + 4 * Real.pi / 3) = -Real.cos θ / 2 + √3 / 2 * Real.sin θ := by
    rw [show 4 * Real.pi / 3 = Real.pi / 3 + Real.pi by ring, Real.cos_add, Real.cos_add_pi,
      Real.sin_add_pi, Real.cos_pi_div_three, Real.sin_pi_div_three]
    ring
  have s2 : Real.sin (θ + 4 * Real.pi / 3) = -Real.sin θ / 2 - √3 / 2 * Real.cos θ := by
    rw [show 4 * Real.pi / 3 = Real.pi / 3 + Real.pi by ring, Real.sin_add, Real.cos_add_pi,
      Real.sin_add_pi, Real.cos_pi_div_three, Real.sin_pi_div_three]
    ring
  have h3 : √3 ^ 2 = (3 : ℝ) := Real.sq_sqrt (by norm_num)
  have h := Real.sin_sq_add_cos_sq θ
  have symm : ∀ p q : ℝ × ℝ, sqDist p q = sqDist q p := by
    intro p q
    simp only [sqDist]
    ring
  -- the three sides of the triangle
  have d01 : sqDist (centre r θ 0) (centre r θ 1) = 3 * r ^ 2 := by
    change (r * Real.cos θ - r * Real.cos (θ + 2 * Real.pi / 3)) ^ 2 +
      (r * Real.sin θ - r * Real.sin (θ + 2 * Real.pi / 3)) ^ 2 = _
    rw [c1, s1]
    linear_combination r ^ 2 * (9 / 4 + √3 ^ 2 / 4) * h + r ^ 2 / 4 * h3
  have d02 : sqDist (centre r θ 0) (centre r θ 2) = 3 * r ^ 2 := by
    change (r * Real.cos θ - r * Real.cos (θ + 4 * Real.pi / 3)) ^ 2 +
      (r * Real.sin θ - r * Real.sin (θ + 4 * Real.pi / 3)) ^ 2 = _
    rw [c2, s2]
    linear_combination r ^ 2 * (9 / 4 + √3 ^ 2 / 4) * h + r ^ 2 / 4 * h3
  have d12 : sqDist (centre r θ 1) (centre r θ 2) = 3 * r ^ 2 := by
    change (r * Real.cos (θ + 2 * Real.pi / 3) - r * Real.cos (θ + 4 * Real.pi / 3)) ^ 2 +
      (r * Real.sin (θ + 2 * Real.pi / 3) - r * Real.sin (θ + 4 * Real.pi / 3)) ^ 2 = _
    rw [c1, s1, c2, s2]
    linear_combination r ^ 2 * √3 ^ 2 * h + r ^ 2 * h3
  fin_cases j <;> fin_cases k
  · exact absurd rfl hjk
  · exact d01
  · exact d02
  · exact (symm _ _).trans d01
  · exact absurd rfl hjk
  · exact d12
  · exact (symm _ _).trans d02
  · exact (symm _ _).trans d12
  · exact absurd rfl hjk

/-- Ham quenching: between the vibronic states on the equilateral triangle, every electronic
operator with zero diagonal is multiplied by `exp(-3r²/4)`. -/
theorem ham_quenching (r θ : ℝ) (L : Matrix (Fin 3) (Fin 3) ℂ) (hL : ∀ k, L k k = 0) :
    vibronicMatrix (centre r θ) L = (hamFactor r : ℂ) • L := by
  ext j k
  rw [vibronicMatrix_apply, Matrix.smul_apply, smul_eq_mul]
  by_cases h : j = k
  · subst h
    rw [hL, mul_zero, mul_zero]
  · rw [sqDist_centre r θ h, hamFactor]

/-- For a triangle of nonzero size, an electronic operator is multiplied as a whole by the Ham
factor exactly when its diagonal vanishes. -/
theorem ham_quenching_iff (r θ : ℝ) (hr : r ≠ 0) (L : Matrix (Fin 3) (Fin 3) ℂ) :
    vibronicMatrix (centre r θ) L = (hamFactor r : ℂ) • L ↔ ∀ k, L k k = 0 := by
  refine ⟨fun h k => ?_, ham_quenching r θ L⟩
  have hk := congrFun (congrFun h k) k
  have h0 : sqDist (centre r θ k) (centre r θ k) = 0 := by simp [sqDist]
  -- a diagonal element keeps its full electronic value
  rw [vibronicMatrix_apply, Matrix.smul_apply, smul_eq_mul, h0, neg_zero, zero_div,
    Real.exp_zero, Complex.ofReal_one, one_mul] at hk
  by_contra hne
  have h1 : (hamFactor r : ℂ) = 1 :=
    mul_right_cancel₀ hne (by rw [one_mul]; exact hk.symm)
  have hlt : hamFactor r < 1 := by
    have hpos : 0 < r ^ 2 := by positivity
    rw [hamFactor, Real.exp_lt_one_iff]
    linarith
  exact hlt.ne (by exact_mod_cast h1)

/-- The x component of angular momentum one in the real basis, in units of `ħ`. -/
def Lx : Matrix (Fin 3) (Fin 3) ℂ := !![0, 0, 0; 0, 0, -Complex.I; 0, Complex.I, 0]

/-- The y component of angular momentum one in the real basis, in units of `ħ`. -/
def Ly : Matrix (Fin 3) (Fin 3) ℂ := !![0, 0, Complex.I; 0, 0, 0; -Complex.I, 0, 0]

/-- The z component of angular momentum one in the real basis, in units of `ħ`. -/
def Lz : Matrix (Fin 3) (Fin 3) ℂ := !![0, -Complex.I, 0; Complex.I, 0, 0; 0, 0, 0]

/-- The electronic angular momentum matrices satisfy `[Lx, Ly] = i Lz`. -/
theorem orbital_commutator : Lx * Ly - Ly * Lx = Complex.I • Lz := by
  ext i j
  fin_cases i <;> fin_cases j <;>
    simp [Lx, Ly, Lz]

/-- The vibronic matrices of the angular momentum satisfy the commutation relation of `Lx` and
`Ly` with an additional Ham factor on the right-hand side. -/
theorem quenched_commutator (r θ : ℝ) :
    vibronicMatrix (centre r θ) Lx * vibronicMatrix (centre r θ) Ly -
      vibronicMatrix (centre r θ) Ly * vibronicMatrix (centre r θ) Lx =
    (hamFactor r : ℂ) • Complex.I • vibronicMatrix (centre r θ) Lz := by
  rw [ham_quenching r θ Lx (by intro k; fin_cases k <;> simp [Lx]),
    ham_quenching r θ Ly (by intro k; fin_cases k <;> simp [Ly]),
    ham_quenching r θ Lz (by intro k; fin_cases k <;> simp [Lz])]
  simp only [Matrix.smul_mul, Matrix.mul_smul]
  rw [← smul_sub, ← smul_sub, orbital_commutator, smul_comm Complex.I (hamFactor r : ℂ)]

end

end HamQuenching
```

```lean
#print axioms HamQuenching.vibronic_orthonormal
-- 'HamQuenching.vibronic_orthonormal' depends on axioms: [propext, Classical.choice, Quot.sound]
#print axioms HamQuenching.ham_quenching
-- 'HamQuenching.ham_quenching' depends on axioms: [propext, Classical.choice, Quot.sound]
#print axioms HamQuenching.ham_quenching_iff
-- 'HamQuenching.ham_quenching_iff' depends on axioms: [propext, Classical.choice, Quot.sound]
#print axioms HamQuenching.quenched_commutator
-- 'HamQuenching.quenched_commutator' depends on axioms: [propext, Classical.choice, Quot.sound]
```

## What the theorems fix, and what they leave to the model

**Objects.** The plane is `ℝ × ℝ`, and `sqDist` writes out the Euclidean squared distance, because Mathlib's built-in norm on this product is the maximum norm. `gaussian` is $G_k$, `centre r θ k` is $c_k$, and `hamFactor r` is $K$. A vibronic state is a function from the plane to `Fin 3 → ℂ`; `Pi.single k` places the Gaussian in component `k`. `vibronicMatrix` is the actual integral over the plane, with the left state conjugated by `star`.

**Statements.** `ham_quenching` says that for all real `r` and `θ` and every complex matrix `L` with `L k k = 0` for each `k`, the vibronic matrix equals the Ham factor times `L`. `L` need not be Hermitian. `ham_quenching_iff` adds the converse under `r ≠ 0`.

**Proof.** In `gaussian_overlap`, `pt` completes the square, `integral_prod_mul` separates the two coordinates, and `g1` evaluates each shifted integral. `vibronicMatrix_apply` reduces the electronic product to one entry of `L` and takes it out of the integral; `vibronic_orthonormal` is its case `L = 1`. `sqDist_centre` works in coordinates instead of using the cosine of the angle difference: it expands the sines and cosines by addition formulas, and `linear_combination` closes each side of the triangle with $\sin^2\theta+\cos^2\theta=1$ and $(\sqrt3)^2=3$. The main theorem then splits into diagonal and off-diagonal entries. The converse compares a diagonal entry with its reduced value and uses `hamFactor r < 1`. `orbital_commutator` checks the nine entries, and `quenched_commutator` applies the reduction to each component and collects the factors.

**Scope.** No vibronic Hamiltonian occurs in the file, so `ham_quenching` concerns three given functions and not the ground level of a general Jahn–Teller system. The equal Gaussian widths and the triangular geometry are put in by definition; they stand for a single harmonic frequency and three equivalent minima. Excited vibrational levels, quadratic coupling, anharmonicity, operators that depend on $q$, and second-order spin–orbit contributions are not treated.
